# The Hellmann–Feynman theorem in a finite basis with a parameter-dependent overlap matrix

In a finite basis whose overlap matrix S may vary with a real parameter t, let a state x and its real energy e solve H x = e S x near t₀, with H, S, x and e all differentiable at t₀. The lemma `energy_derivative` states that, if H and S are Hermitian at t₀ and ⟨x, S x⟩ = 1 there, then e′ = ⟨x, (H′ − e S′) x⟩ at t₀, so the derivative of the state is not needed to find that of the energy. The proof takes the differentiated eigenvalue equation, already projected on a solution y with energy f, and sets y = x and f = e. It then puts in the normalisation and leaves the remaining algebra to `linear_combination`.

In Lean, a first try:

```lean
import Mathlib

open Matrix Filter Topology

namespace EnergyDerivative

variable {ι : Type*} [Fintype ι]

/-- The matrix element `⟨y, A v⟩` of an operator `A` in a finite basis. -/
def braket (y : ι → ℂ) (A : Matrix ι ι ℂ) (v : ι → ℂ) : ℂ := star y ⬝ᵥ (A *ᵥ v)

/-- A state `x(t)` with real energy `e(t)` that solves `H x = e S x` near `t₀`, where
`H`, `S`, `x`, `e` have the derivatives `H'`, `S'`, `x'`, `e'` at `t₀`. -/
structure EigenBranch (H S : ℝ → Matrix ι ι ℂ) (H' S' : Matrix ι ι ℂ)
    (x : ℝ → ι → ℂ) (x' : ι → ℂ) (e : ℝ → ℝ) (e' t₀ : ℝ) : Prop where
  dH : ∀ i j, HasDerivAt (fun t => H t i j) (H' i j) t₀
  dS : ∀ i j, HasDerivAt (fun t => S t i j) (S' i j) t₀
  dx : ∀ i, HasDerivAt (fun t => x t i) (x' i) t₀
  de : HasDerivAt e e' t₀
  eig : ∀ᶠ t in 𝓝 t₀, H t *ᵥ x t = (e t : ℂ) • (S t *ᵥ x t)

/-- Product rule for a differentiable matrix acting on a differentiable vector. -/
theorem hasDerivAt_mulVec {A : ℝ → Matrix ι ι ℂ} {A' : Matrix ι ι ℂ}
    {x : ℝ → ι → ℂ} {x' : ι → ℂ} {t₀ : ℝ}
    (hA : ∀ i j, HasDerivAt (fun t => A t i j) (A' i j) t₀)
    (hx : ∀ i, HasDerivAt (fun t => x t i) (x' i) t₀) (i : ι) :
    HasDerivAt (fun t => (A t *ᵥ x t) i) ((A' *ᵥ x t₀) i + (A t₀ *ᵥ x') i) t₀ := by
  have h := HasDerivAt.fun_sum (u := Finset.univ)
    (fun j _ => (hA i j).fun_mul (hx j))
  simpa only [Matrix.mulVec, dotProduct, Finset.sum_add_distrib] using h

variable {H S : ℝ → Matrix ι ι ℂ} {H' S' : Matrix ι ι ℂ}
  {x : ℝ → ι → ℂ} {x' : ι → ℂ} {e : ℝ → ℝ} {e' t₀ : ℝ}

/-- Sternheimer equation with a moving overlap:
`(H - e S) x' = e' S x - (H' - e S') x` at `t₀`. -/
theorem sternheimer (b : EigenBranch H S H' S' x x' e e' t₀) :
    (H t₀ - (e t₀ : ℂ) • S t₀) *ᵥ x' =
      (e' : ℂ) • (S t₀ *ᵥ x t₀) - (H' - (e t₀ : ℂ) • S') *ᵥ x t₀ := by
  funext i
  have hL := hasDerivAt_mulVec b.dH b.dx i
  have hR := b.de.ofReal_comp.fun_mul (hasDerivAt_mulVec b.dS b.dx i)
  have hEq : (fun t => (H t *ᵥ x t) i) =ᶠ[𝓝 t₀]
      fun t => (e t : ℂ) * (S t *ᵥ x t) i :=
    b.eig.mono fun t ht => by
      have h := congrFun ht i
      simpa only [Pi.smul_apply, smul_eq_mul] using h
  -- both sides of the eigenvalue equation have the same derivative
  have key := hL.unique (hR.congr_of_eventuallyEq hEq)
  simp only [Matrix.sub_mulVec, Matrix.smul_mulVec, Pi.sub_apply, Pi.smul_apply,
    smul_eq_mul]
  linear_combination key

/-- For Hermitian `A` and `B`, a solution of `A y = f B y` with real `f` satisfies
`⟨y, A v⟩ = f ⟨y, B v⟩` for every vector `v`. -/
theorem braket_left_eigen {A B : Matrix ι ι ℂ} (hA : A.IsHermitian) (hB : B.IsHermitian)
    {y : ι → ℂ} {f : ℝ} (hy : A *ᵥ y = (f : ℂ) • (B *ᵥ y)) (v : ι → ℂ) :
    braket y A v = f * braket y B v := by
  have h1 : star y ᵥ* A = (f : ℂ) • (star y ᵥ* B) := by
    have h := congrArg star hy
    rw [Matrix.star_mulVec, star_smul, Matrix.star_mulVec, hA.eq, hB.eq] at h
    simpa only [Complex.star_def, Complex.conj_ofReal] using h
  unfold braket
  rw [Matrix.dotProduct_mulVec, h1, smul_dotProduct, smul_eq_mul, Matrix.dotProduct_mulVec]

/-- The Sternheimer equation projected on a solution `y` of `H y = f S y` at `t₀`, for
`H` and `S` Hermitian at `t₀` and `f` real, equal to `e` or not. -/
theorem projected_response (b : EigenBranch H S H' S' x x' e e' t₀)
    (hH : (H t₀).IsHermitian) (hS : (S t₀).IsHermitian) {y : ι → ℂ} {f : ℝ}
    (hy : H t₀ *ᵥ y = (f : ℂ) • (S t₀ *ᵥ y)) :
    ((e t₀ : ℂ) - f) * braket y (S t₀) x' =
      braket y (H' - (e t₀ : ℂ) • S') (x t₀) - e' * braket y (S t₀) (x t₀) := by
  have h := congrArg (fun v => star y ⬝ᵥ v) (sternheimer b)
  have hl := braket_left_eigen hH hS hy x'
  simp only [braket, Matrix.sub_mulVec, Matrix.smul_mulVec, dotProduct_sub,
    dotProduct_smul, smul_eq_mul] at h hl ⊢
  linear_combination hl - h

/-- Hellmann-Feynman theorem with a moving overlap: for `H`, `S` Hermitian at `t₀` and
`⟨x, S x⟩ = 1` at `t₀`, the energy has the derivative `⟨x, (H' - e S') x⟩`. -/
theorem energy_derivative (b : EigenBranch H S H' S' x x' e e' t₀)
    (hH : (H t₀).IsHermitian) (hS : (S t₀).IsHermitian)
    (hN : braket (x t₀) (S t₀) (x t₀) = 1) :
    (e' : ℂ) = braket (x t₀) (H' - (e t₀ : ℂ) • S') (x t₀) := by
  have h := projected_response b hH hS b.eig.self_of_nhds
  rw [hN] at h
  linear_combination -h

end EnergyDerivative
```

The error:

```
Main.lean:87:2: error: ring failed, ring expressions not equal
ι : Type u_1
inst✝ : Fintype ι
H S : ℝ → Matrix ι ι ℂ
H' S' : Matrix ι ι ℂ
x : ℝ → ι → ℂ
x' : ι → ℂ
e : ℝ → ℝ
e' t₀ : ℝ
b : EigenBranch H S H' S' x x' e e' t₀
hH : (H t₀).IsHermitian
hS : (S t₀).IsHermitian
hN : braket (x t₀) (S t₀) (x t₀) = 1
h : (↑(e t₀) - ↑(e t₀)) * braket (x t₀) (S t₀) x' = braket (x t₀) (H' - ↑(e t₀) • S') (x t₀) - ↑e' * 1
⊢ ↑e' * 2 - braket (x t₀) (H' - ↑(e t₀) • S') (x t₀) * 2 = 0
```

The change, after which it compiles:

```diff
@@ -85,5 +85,5 @@
   have h := projected_response b hH hS b.eig.self_of_nhds
   rw [hN] at h
-  linear_combination -h
+  linear_combination h
 
 end EnergyDerivative
```

What went wrong. The error "ring failed, ring expressions not equal" means that the goal did not follow from `h` with the coefficient given. Write B for ⟨x, (H′ − e S′) x⟩. The left side of `h` has the factor e − e and so vanishes, and `h` says 0 = B − e′. The goal is e′ = B.

`linear_combination` subtracts the proposed combination from the goal, taking left side minus right side in each, and asks `ring1` to show that the result is zero. For the goal this difference is e′ − B, and for `h` it is 0 − (B − e′), which is also e′ − B. With `-h` the two add instead of cancelling, which leaves the 2e′ − 2B = 0 shown in the message, and this is not an identity of ring algebra.

The diff changes the coefficient from −1 to +1. The two differences then cancel and the proof closes. The statement and the physical argument were sound, and only this sign was wrong.
